# Kinetic energy of overlapping orbitals: an exact second-order remainder that is never negative

Truncate the inverse overlap matrix after first order, and the kinetic energy of overlapping orbitals can come out too low. Two normalised orbitals with overlap \(3/5\), kinetic energy \(t>0\) each and no kinetic coupling get \(2t\) instead of \(3.125\,t\). The missing part is known exactly. Let \(M=1+S\) be the overlap matrix and \(T\) the kinetic-energy matrix. If \(M\) is positive definite and \(T\) positive semidefinite, then

\[
\mathrm{tr}(M^{-1}T)=\mathrm{tr}\,T-\mathrm{tr}(ST)+\mathrm{tr}(SM^{-1}ST),
\]

and the last term is real and nonnegative. In energy decomposition analysis, take a single determinant of finitely many fixed orbitals that are orthonormal within each fragment. The last term is then one part of the kinetic contribution to Pauli repulsion; the other part is \(-\mathrm{tr}(ST)\).

## Orbitals as matrices

```lean
import Mathlib

open Matrix
open scoped ComplexOrder MatrixOrder

namespace PauliRepulsion

noncomputable section

variable {n : Type*} [Fintype n] [DecidableEq n]
```

The finite type `n` labels the occupied orbitals \(\varphi_i\) of one spin component. The opened `ComplexOrder` makes \(0\le z\) mean that the complex number \(z\) is real and nonnegative.

```lean
/-- Kinetic energy `tr(M⁻¹ T)` of a set of occupied orbitals with overlap matrix `M = 1 + S`
and kinetic-energy matrix `T`; the domain is that of invertible `M`. -/
def kineticEnergy (S T : Matrix n n ℂ) : ℂ := ((1 + S)⁻¹ * T).trace
```

With \(M_{ij}=\langle\varphi_i|\varphi_j\rangle\) and \(T_{ij}=\langle\varphi_i|\hat t|\varphi_j\rangle\), where \(\hat t\) is the kinetic-energy operator, this is \(\mathrm{tr}(M^{-1}T)\). Normalised orbitals give \(S\) a zero diagonal, but the code does not require this.

```lean
/-- The second-order kinetic term `tr(S M⁻¹ S T)` with `M = 1 + S`;
the domain is that of invertible `M`. -/
def secondOrderKinetic (S T : Matrix n n ℂ) : ℂ := (S * (1 + S)⁻¹ * S * T).trace
```

This is \(\mathrm{tr}(SM^{-1}ST)\). It starts at second order in \(S\) and, through \(M^{-1}\), contains all higher orders too.

A different model would start from vectors in a Hilbert space and the operator \(\hat t\). Positivity of \(M\) and \(T\) would then be derived from linear independence and from \(\hat t\ge 0\), and the operator's domain would need care. The matrix algebra would stay the same.

```lean
/-- If the transformation `X` orthonormalises the orbitals, the trace of the kinetic-energy
matrix in the new orbitals is `tr(M⁻¹ T)`. -/
theorem kineticEnergy_of_orthonormalised (S T X : Matrix n n ℂ)
    (hX : Xᴴ * (1 + S) * X = 1) : (Xᴴ * T * X).trace = kineticEnergy S T := by
  -- the inverse overlap matrix is `X Xᴴ`
  have h : X * Xᴴ * (1 + S) = 1 := by
    rw [Matrix.mul_assoc]
    exact mul_eq_one_comm.mp hX
  rw [kineticEnergy, Matrix.inv_eq_left_inv h, Matrix.trace_mul_comm, Matrix.mul_assoc]
```

Here `ᴴ` is the conjugate transpose \(\dagger\). If \(X^\dagger MX=1\), the orbitals \(\sum_i\varphi_iX_{ij}\) are orthonormal, and their total kinetic energy is \(\mathrm{tr}(X^\dagger TX)\). For square matrices a left inverse is also a right inverse, so \(XX^\dagger M=1\) and \(M^{-1}=XX^\dagger\). Cyclicity gives \(\mathrm{tr}(X^\dagger TX)=\mathrm{tr}(XX^\dagger T)=\mathrm{tr}(M^{-1}T)\), whichever \(X\) was chosen.

```lean
/-- Two normalised orbitals with overlap 3/5 are orthonormalised by an explicit triangular
transformation. -/
theorem kineticEnergy_of_orthonormalised_witness :
    (!![1, -3/4; 0, 5/4] : Matrix (Fin 2) (Fin 2) ℂ)ᴴ * (1 + !![0, 3/5; 3/5, 0])
      * !![1, -3/4; 0, 5/4] = 1 := by
  -- the numerals are real, so conjugation leaves them unchanged
  have h3 : (starRingEnd ℂ) 3 = 3 := Complex.conj_eq_iff_im.mpr (by simp)
  have h4 : (starRingEnd ℂ) 4 = 4 := Complex.conj_eq_iff_im.mpr (by simp)
  have h5 : (starRingEnd ℂ) 5 = 5 := Complex.conj_eq_iff_im.mpr (by simp)
  ext i j
  fin_cases i <;> fin_cases j <;>
    simp [Matrix.mul_apply, Fin.sum_univ_succ, h3, h4, h5] <;> norm_num
```

For overlap \(3/5\), one such choice keeps \(\varphi_1\) and replaces \(\varphi_2\) by \(-\tfrac34\varphi_1+\tfrac54\varphi_2\). Lean checks the four matrix entries.

## The exact expansion and its sign

```lean
/-- The inverse overlap matrix equals its first-order expansion in `S` plus the exact
remainder `S M⁻¹ S`. -/
theorem inverse_overlap_expansion (S : Matrix n n ℂ) (hM : IsUnit (1 + S).det) :
    (1 + S)⁻¹ = 1 - S + S * (1 + S)⁻¹ * S := by
  have h1 := Matrix.mul_nonsing_inv (1 + S) hM
  have h2 := Matrix.nonsing_inv_mul (1 + S) hM
  generalize (1 + S)⁻¹ = N at h1 h2 ⊢
  linear_combination (norm := noncomm_ring) h1 - S * h2
```

The hypothesis says that \(\det M\) is invertible, hence nonzero. From \(MM^{-1}=1\) and \(M^{-1}M=1\),

\[
M^{-1}=1-SM^{-1},\qquad M^{-1}=1-M^{-1}S .
\]

Inserting the second into the first gives \(M^{-1}=1-S+SM^{-1}S\). The `linear_combination` line combines the same two identities. No series is summed, so \(S\) need not be small.

```lean
/-- With `M⁻¹ = Cᴴ C` and `T = Bᴴ B`, the second-order kinetic term is the trace of
`Yᴴ Y` for `Y = C S Bᴴ`. -/
theorem secondOrderKinetic_eq_gram {S T B C : Matrix n n ℂ} (hS : Sᴴ = S)
    (hC : (1 + S)⁻¹ = Cᴴ * C) (hB : T = Bᴴ * B) :
    secondOrderKinetic S T = ((C * S * Bᴴ)ᴴ * (C * S * Bᴴ)).trace := by
  rw [secondOrderKinetic, hC, hB]
  calc (S * (Cᴴ * C) * S * (Bᴴ * B)).trace
      = ((S * (Cᴴ * C) * S * Bᴴ) * B).trace := by simp only [Matrix.mul_assoc]
    _ = (B * (S * (Cᴴ * C) * S * Bᴴ)).trace := Matrix.trace_mul_comm _ _
    _ = ((C * S * Bᴴ)ᴴ * (C * S * Bᴴ)).trace := by
        simp only [Matrix.conjTranspose_mul, Matrix.conjTranspose_conjTranspose, hS,
          Matrix.mul_assoc]
```

Write \(M^{-1}=C^\dagger C\), \(T=B^\dagger B\) and \(Y=CSB^\dagger\). Since \(S^\dagger=S\),

\[
\mathrm{tr}(SC^\dagger CSB^\dagger B)=\mathrm{tr}(BSC^\dagger\,CSB^\dagger)=\mathrm{tr}(Y^\dagger Y)=\sum_{ij}|Y_{ij}|^2 .
\]

The `calc` block moves \(B\) to the front and regroups.

```lean
/-- A positive definite overlap matrix and a positive semidefinite kinetic-energy matrix
admit the factorisations `M⁻¹ = Cᴴ C` and `T = Bᴴ B`, and `S` is Hermitian. -/
theorem exists_factors {S T : Matrix n n ℂ} (hM : (1 + S).PosDef) (hT : T.PosSemidef) :
    Sᴴ = S ∧ ∃ B C : Matrix n n ℂ, (1 + S)⁻¹ = Cᴴ * C ∧ T = Bᴴ * B := by
  have hS := hM.isHermitian.eq
  rw [Matrix.conjTranspose_add, Matrix.conjTranspose_one] at hS
  obtain ⟨C, hC⟩ := CStarAlgebra.nonneg_iff_eq_star_mul_self.mp hM.inv.posSemidef.nonneg
  obtain ⟨B, hB⟩ := CStarAlgebra.nonneg_iff_eq_star_mul_self.mp hT.nonneg
  exact ⟨add_left_cancel hS, B, C, hC, hB⟩
```

The factors exist because \(M^{-1}\) and \(T\) are positive semidefinite. `PosDef` includes Hermiticity, so \(1+S^\dagger=1+S\), and cancelling the identity gives \(S^\dagger=S\).

```lean
/-- For positive definite `M = 1 + S` and positive semidefinite `T`, the kinetic energy `tr(M⁻¹ T)`
is `tr T - tr(S T)` plus the second-order kinetic term, and that term is real and nonnegative. -/
theorem kineticEnergy_decomposition {S T : Matrix n n ℂ}
    (hM : (1 + S).PosDef) (hT : T.PosSemidef) :
    kineticEnergy S T = T.trace - (S * T).trace + secondOrderKinetic S T ∧
      (secondOrderKinetic S T).im = 0 ∧ 0 ≤ (secondOrderKinetic S T).re := by
  constructor
  · have h := congrArg (fun A => (A * T).trace)
      (inverse_overlap_expansion S ((Matrix.isUnit_iff_isUnit_det _).mp hM.isUnit))
    simp only [Matrix.add_mul, Matrix.sub_mul, Matrix.one_mul, Matrix.trace_add,
      Matrix.trace_sub] at h
    exact h
  · obtain ⟨hS, B, C, hC, hB⟩ := exists_factors hM hT
    have h : 0 ≤ secondOrderKinetic S T := by
      rw [secondOrderKinetic_eq_gram hS hC hB]
      exact (Matrix.posSemidef_conjTranspose_mul_self _).trace_nonneg
    obtain ⟨hre, him⟩ := Complex.nonneg_iff.mp h
    exact ⟨him.symm, hre⟩
```

The first half multiplies the expansion by \(T\) and takes the trace. The second uses \(\mathrm{tr}(Y^\dagger Y)\ge0\), split into a zero imaginary part and a nonnegative real part. The sign of \(-\mathrm{tr}(ST)\) is left open, so the theorem does not say that overlap raises the kinetic energy, nor does it treat potential energy.

For a single orbital of squared norm \(1+s>0\), it reads \(t/(1+s)=t-st+s^2t/(1+s)\); normalisation means \(s=0\), and the remainder vanishes.

## When the term vanishes

```lean
/-- For positive definite `1 + S` and positive semidefinite `T`, the second-order kinetic term
vanishes exactly when `S T = 0`. -/
theorem secondOrderKinetic_eq_zero_iff {S T : Matrix n n ℂ}
    (hM : (1 + S).PosDef) (hT : T.PosSemidef) :
    secondOrderKinetic S T = 0 ↔ S * T = 0 := by
  constructor
  · intro h
    obtain ⟨hS, B, C, hC, hB⟩ := exists_factors hM hT
    rw [secondOrderKinetic_eq_gram hS hC hB,
      Matrix.trace_conjTranspose_mul_self_eq_zero_iff] at h
    have hu := (Matrix.isUnit_iff_isUnit_det _).mp hM.isUnit
    -- insert `M M⁻¹ = 1` and recognise the vanishing factor
    calc S * T = (1 + S) * (1 + S)⁻¹ * (S * T) := by
          rw [Matrix.mul_nonsing_inv _ hu, Matrix.one_mul]
      _ = (1 + S) * Cᴴ * (C * S * Bᴴ) * B := by
          rw [hC, hB]
          simp only [Matrix.mul_assoc]
      _ = 0 := by rw [h, Matrix.mul_zero, Matrix.zero_mul]
  · intro h
    rw [secondOrderKinetic, Matrix.mul_assoc, h, Matrix.mul_zero, Matrix.trace_zero]
```

If the term is zero, every \(|Y_{ij}|^2\) is zero, so \(Y=0\) and

\[
ST=MM^{-1}ST=MC^\dagger(CSB^\dagger)B=MC^\dagger YB=0 .
\]

Conversely, \(ST=0\) makes \(SM^{-1}(ST)\) vanish.

```lean
/-- For positive definite matrices `1 + S` and `T` and nonzero `S`, the second-order kinetic term is
strictly positive. -/
theorem secondOrderKinetic_pos {S T : Matrix n n ℂ}
    (hM : (1 + S).PosDef) (hT : T.PosDef) (hS : S ≠ 0) :
    0 < (secondOrderKinetic S T).re := by
  obtain ⟨-, him, hre⟩ := kineticEnergy_decomposition hM hT.posSemidef
  refine lt_of_le_of_ne hre fun h0 => hS ?_
  have hz : secondOrderKinetic S T = 0 := Complex.ext h0.symm him
  exact hT.isUnit.mul_left_eq_zero.mp
    ((secondOrderKinetic_eq_zero_iff hM hT.posSemidef).mp hz)
```

A positive definite \(T\) means that every nonzero combination of the orbitals has positive kinetic energy. Such a \(T\) is invertible, so \(ST=0\) would force \(S=0\). For \(S\ne0\) the term is therefore strictly positive.

## Two equivalent orbitals

```lean
/-- For two normalised orbitals with real overlap `s`, where `s² ≠ 1`, equal diagonal kinetic
elements `t` and real coupling `k`, the second-order kinetic term times `1 - s²` is `2 s² (t - s
k)`. -/
theorem secondOrderKinetic_two_orbitals (s t k : ℝ) (hs : s ^ 2 ≠ 1) :
    (1 - (s : ℂ) ^ 2) * secondOrderKinetic !![0, (s : ℂ); (s : ℂ), 0]
      !![(t : ℂ), (k : ℂ); (k : ℂ), (t : ℂ)] = 2 * (s : ℂ) ^ 2 * (t - s * k) := by
  have hne : (1 - (s : ℂ) ^ 2) ≠ 0 := by
    intro h
    apply hs
    have h' : (s : ℂ) ^ 2 = 1 := by linear_combination -h
    exact_mod_cast h'
  obtain ⟨d, hd⟩ : ∃ d : ℂ, (1 - (s : ℂ) ^ 2) * d = 1 := ⟨_, mul_inv_cancel₀ hne⟩
  -- the explicit inverse of the two-orbital overlap matrix
  have hinv : (1 + !![0, (s : ℂ); (s : ℂ), 0])⁻¹ = !![d, -s * d; -s * d, d] := by
    have h1 : 1 + !![0, (s : ℂ); (s : ℂ), 0] = !![1, (s : ℂ); (s : ℂ), 1] := by
      ext i j
      fin_cases i <;> fin_cases j <;> simp
    rw [h1]
    apply Matrix.inv_eq_right_inv
    have e1 : 1 * d + (s : ℂ) * (-s * d) = 1 := by linear_combination hd
    have e2 : 1 * (-s * d) + (s : ℂ) * d = 0 := by ring
    have e3 : (s : ℂ) * d + 1 * (-s * d) = 0 := by ring
    have e4 : (s : ℂ) * (-s * d) + 1 * d = 1 := by linear_combination hd
    rw [Matrix.mul_fin_two, e1, e2, e3, e4, Matrix.one_fin_two]
  rw [secondOrderKinetic, hinv]
  simp only [Matrix.mul_fin_two, Matrix.trace_fin_two_of]
  linear_combination 2 * (s : ℂ) ^ 2 * (t - s * k) * hd

end

end PauliRepulsion
```

For real overlap \(s\), diagonal element \(t\) and kinetic coupling \(k\),

\[
M^{-1}=\frac{1}{1-s^2}\begin{pmatrix}1&-s\\-s&1\end{pmatrix},\qquad S^2=s^2\,1 .
\]

As \(S\) commutes with \(M^{-1}\), the term is \(s^2\,\mathrm{tr}(M^{-1}T)=2s^2(t-sk)/(1-s^2)\). Lean writes \(d\) for \(1/(1-s^2)\), verifies the inverse and states the result multiplied by \(1-s^2\). The identity needs only \(s^2\ne1\); actual overlaps of independent normalised orbitals have \(|s|<1\). For small \(s\) at fixed \(t\) and \(k\), the term approaches \(2s^2t\).

```lean
#print axioms PauliRepulsion.kineticEnergy_of_orthonormalised
#print axioms PauliRepulsion.secondOrderKinetic_pos
#print axioms PauliRepulsion.secondOrderKinetic_two_orbitals
```

```
'PauliRepulsion.kineticEnergy_of_orthonormalised' depends on axioms: [propext, Classical.choice, Quot.sound]
'PauliRepulsion.secondOrderKinetic_pos' depends on axioms: [propext, Classical.choice, Quot.sound]
'PauliRepulsion.secondOrderKinetic_two_orbitals' depends on axioms: [propext, Classical.choice, Quot.sound]
```
